# The alternating sum over overlapping fragments gives the energy of their union if every contributing group of atoms fits inside one fragment

Take a chain of atoms 0, 1, 2 and two fragments, $A=\{0,1\}$ and $B=\{1,2\}$, which share the middle atom. Let the energy of a set of atoms be the sum of contributions $f(T)$ from all groups $T$ inside it, including a constant $f(\emptyset)$. Writing $f_{01}$ for $f(\{0,1\})$ and so on,

$$E(A)=f_\emptyset+f_0+f_1+f_{01},\qquad E(B)=f_\emptyset+f_1+f_2+f_{12}.$$

The sum $E(A)+E(B)$ counts $f_\emptyset$ and $f_1$ twice. Subtracting $E(A\cap B)=f_\emptyset+f_1$ corrects this:

$$E(A)+E(B)-E(A\cap B)=f_\emptyset+f_0+f_1+f_2+f_{01}+f_{12}.$$

The full chain has two further terms, $f_{02}$ and $f_{012}$, whose groups fit inside neither fragment. If both vanish, the fragment formula is exact. The same bookkeeping works for any finite number of fragments.

## Atoms, fragments and energies

```lean
import Mathlib

open Finset

namespace OverlappingFragments

noncomputable section

variable {α ι : Type*} [Fintype α] [DecidableEq α] [Fintype ι] [DecidableEq ι]
```

The type `α` is the set of atoms and `ι` is the set of fragment labels, both finite. A family of fragments will be a function `F : ι → Finset α`, which assigns to each label $j$ a finite set of atoms $F_j$. Fragments may overlap, coincide or be empty.

```lean
/-- The many-body energy of an atom set `S`: the sum of the contributions `f T` of all
groups of atoms `T` inside `S`. -/
def energy {α : Type*} (f : Finset α → ℝ) (S : Finset α) : ℝ :=
  ∑ T ∈ S.powerset, f T
```

This is $E(S)=\sum_{T\subseteq S}f(T)$; `S.powerset` is the collection of all subsets of $S$. The contributions are arbitrary real numbers of any body order. The same $f$ is used for every $S$, so a group contributes the same amount in a fragment as in the whole molecule. This does not restrict an energy that depends on $S$ alone: every such function has this form, with $f(T)=\sum_{U\subseteq T}(-1)^{|T|-|U|}E(U)$. Capping atoms or relaxed geometries that are determined by $S$ therefore change the values of $f$, and possibly which of them vanish, but not the form. The form is lost if the same set of atoms is given different energies in different places, for instance when the embedding charges around it differ from one occurrence to the next.

```lean
/-- The atoms common to all fragments `F j` with `j` in `J`. -/
def overlap (F : ι → Finset α) (J : Finset ι) : Finset α :=
  univ.filter (fun a => ∀ j ∈ J, a ∈ F j)
```

For an index set $J$, this is $F_J=\{a : a\in F_j \text{ for all } j\in J\}$, which is $\bigcap_{j\in J}F_j$ when $J$ is nonempty. For empty $J$ the condition is void and the result is the set of all atoms, but the next definition leaves that case out.

```lean
/-- The fragment energy: the energies of the intersections of fragments, summed over all
nonempty index sets with alternating sign, single fragments counting positively. -/
def fragmentEnergy (f : Finset α → ℝ) (F : ι → Finset α) : ℝ :=
  ∑ J ∈ univ.filter (fun J : Finset ι => J.Nonempty),
    (-1 : ℝ) ^ (J.card + 1) * energy f (overlap F J)
```

In ordinary notation,

$$E_{\rm frag}=\sum_{\emptyset\ne J\subseteq\iota}(-1)^{|J|+1}E(F_J).$$

Single fragments enter with a plus sign, pairwise overlaps with a minus sign, triple overlaps with a plus sign. Nothing here requires $f$ to be local.

## Each group is counted once or not at all

```lean
/-- A group of atoms lies in the overlap of some fragments exactly when it lies in each
of them. -/
theorem subset_overlap (F : ι → Finset α) (J : Finset ι) (T : Finset α) :
    T ⊆ overlap F J ↔ ∀ j ∈ J, T ⊆ F j := by
  constructor
  · intro h j hj a ha
    exact (mem_filter.mp (h ha)).2 j hj
  · intro h a ha
    exact mem_filter.mpr ⟨mem_univ a, fun j hj => h j hj ha⟩
```

A group $T$ lies in $F_J$ exactly when $T\subseteq F_j$ for every $j\in J$. Both sides say that every atom of $T$ belongs to every fragment in $J$. The two bullets of the proof are the two directions, each checked atom by atom.

```lean
/-- In the alternating sum over overlaps, a group of atoms is counted once if some fragment
contains it, and not at all otherwise. -/
theorem signed_count (F : ι → Finset α) (T : Finset α) :
    ∑ J ∈ univ.filter (fun J : Finset ι => J.Nonempty),
      (-1 : ℝ) ^ (J.card + 1) * (if T ⊆ overlap F J then 1 else 0)
      = if ∃ j, T ⊆ F j then 1 else 0 := by
  -- `K` collects the fragments that contain `T`
  obtain ⟨K, hK⟩ : ∃ K : Finset ι, ∀ j, j ∈ K ↔ T ⊆ F j :=
    ⟨univ.filter (fun j => T ⊆ F j), fun j => by simp⟩
  have hset : (univ.filter (fun J : Finset ι => J.Nonempty)).filter
      (fun J => T ⊆ overlap F J) = K.powerset.erase ∅ := by
    ext J
    have hJ : J ⊆ K ↔ ∀ j ∈ J, T ⊆ F j :=
      ⟨fun h j hj => (hK j).mp (h hj), fun h j hj => (hK j).mpr (h j hj)⟩
    simp only [mem_filter, mem_univ, true_and, mem_erase, mem_powerset,
      nonempty_iff_ne_empty, subset_overlap, hJ]
  -- the alternating sum over all subsets of `K` vanishes unless `K` is empty
  have h0 : ∑ J ∈ K.powerset, (-1 : ℝ) ^ J.card = if K = ∅ then 1 else 0 := by
    exact_mod_cast congrArg (Int.cast : ℤ → ℝ) (sum_powerset_neg_one_pow_card (x := K))
  have h1 := sum_erase_add K.powerset (fun J => (-1 : ℝ) ^ J.card) (empty_mem_powerset K)
  simp only [card_empty, pow_zero] at h1
  simp only [mul_ite, mul_one, mul_zero]
  rw [← sum_filter, hset]
  simp only [pow_succ, mul_neg, mul_one, sum_neg_distrib]
  by_cases h : ∃ j, T ⊆ F j
  · have hne : K ≠ ∅ := by
      obtain ⟨j, hj⟩ := h
      exact ne_empty_of_mem ((hK j).mpr hj)
    rw [if_neg hne] at h0
    rw [if_pos h]
    linarith
  · have he : K = ∅ := eq_empty_of_forall_notMem fun j hj => h ⟨j, (hK j).mp hj⟩
    rw [if_pos he] at h0
    rw [if_neg h]
    linarith
```

The expression `if T ⊆ overlap F J then 1 else 0` is an indicator, so the left side is the net number of times that $f(T)$ appears in $E_{\rm frag}$. By hand, let $K=\{j : T\subseteq F_j\}$ be the set of fragments containing $T$. By the previous result, $T\subseteq F_J$ means $J\subseteq K$, so the count is

$$\sum_{\emptyset\neq J\subseteq K}(-1)^{|J|+1}
=1-\sum_{J\subseteq K}(-1)^{|J|}
=1-\sum_{k=0}^{|K|}\binom{|K|}{k}(-1)^k .$$

The last sum is $(1-1)^{|K|}$, which is 0 for nonempty $K$ and 1 for empty $K$. The count is therefore 1 if some fragment contains $T$ and 0 otherwise.

In the proof, `hset` identifies the index sets that survive the indicator as the nonempty subsets of $K$. `h0` is the binomial sum, taken from Mathlib, and `h1` separates off the term of the empty set. The final case distinction asks whether any fragment contains $T$, and `linarith` does the remaining linear arithmetic.

```lean
/-- The fragment energy contains the contribution of each group of atoms that fits inside
some fragment exactly once, and no other contribution. -/
theorem fragmentEnergy_eq (f : Finset α → ℝ) (F : ι → Finset α) :
    fragmentEnergy f F = ∑ T ∈ univ.filter (fun T => ∃ j, T ⊆ F j), f T := by
  have hE : ∀ S : Finset α, energy f S = ∑ T, (if T ⊆ S then 1 else 0) * f T := by
    intro S
    simp only [ite_mul, one_mul, zero_mul]
    rw [← sum_filter]
    exact sum_congr (by ext T; simp) (fun _ _ => rfl)
  unfold fragmentEnergy
  simp_rw [hE, mul_sum]
  -- sum over overlaps first, at a fixed group of atoms
  rw [sum_comm, sum_filter]
  refine sum_congr rfl fun T _ => ?_
  simp_rw [← mul_assoc]
  rw [← sum_mul, signed_count]
  split_ifs <;> simp
```

Call a group covered if it fits inside some fragment. The theorem says that $E_{\rm frag}$ is the sum of $f(T)$ over covered groups. To see this, write each energy as a sum over all groups with an indicator, $[T\subseteq F_J]$ being 1 if the inclusion holds and 0 if not, and exchange the sums:

$$E_{\rm frag}=\sum_T f(T)\sum_{J\neq\emptyset}(-1)^{|J|+1}[T\subseteq F_J]
=\sum_{T\ \text{covered}}f(T).$$

The indicator form is `hE`, the exchange is `sum_comm`, and the inner sum is replaced by means of `signed_count`.

## The error and the condition that removes it

```lean
/-- The energy of the union of the fragments is the fragment energy plus the contributions
of all groups of atoms in the union that fit inside no single fragment. -/
theorem energy_eq_fragmentEnergy_add (f : Finset α → ℝ) (F : ι → Finset α) :
    energy f (univ.biUnion F) = fragmentEnergy f F +
      ∑ T ∈ (univ.biUnion F).powerset.filter (fun T => ¬ ∃ j, T ⊆ F j), f T := by
  have hset : (univ.biUnion F).powerset.filter (fun T => ∃ j, T ⊆ F j)
      = univ.filter (fun T => ∃ j, T ⊆ F j) := by
    ext T
    simp only [mem_filter, mem_powerset, mem_univ, true_and]
    exact ⟨fun h => h.2, fun ⟨j, hj⟩ =>
      ⟨hj.trans (subset_biUnion_of_mem F (mem_univ j)), j, hj⟩⟩
  rw [fragmentEnergy_eq, ← hset]
  exact (sum_filter_add_sum_filter_not _ _ _).symm
```

The union $M=\bigcup_jF_j$ is written `univ.biUnion F`. Every covered group lies in $M$, so the subsets of $M$ split into covered and uncovered ones:

$$E(M)=E_{\rm frag}+\sum_{\substack{T\subseteq M\\ T\ \text{uncovered}}}f(T).$$

This holds for every $f$. The step `hset` shows that restricting covered groups to subsets of $M$ changes nothing, and the last line joins the two parts of the sum.

```lean
/-- Inclusion-exclusion for overlapping fragments: if every group of atoms in the union that
fits inside no single fragment contributes nothing, the energy of the union is the
alternating sum of the energies of all intersections of fragments. -/
theorem inclusion_exclusion (f : Finset α → ℝ) (F : ι → Finset α)
    (hf : ∀ T ⊆ univ.biUnion F, (∀ j, ¬ T ⊆ F j) → f T = 0) :
    energy f (univ.biUnion F) =
      ∑ J ∈ univ.filter (fun J : Finset ι => J.Nonempty),
        (-1 : ℝ) ^ (J.card + 1) * energy f (overlap F J) := by
  have h := energy_eq_fragmentEnergy_add f F
  have hz : ∑ T ∈ (univ.biUnion F).powerset.filter (fun T => ¬ ∃ j, T ⊆ F j), f T = 0 :=
    sum_eq_zero fun T hT => hf T (mem_powerset.mp (mem_filter.mp hT).1)
      (fun j hj => (mem_filter.mp hT).2 ⟨j, hj⟩)
  rw [hz, add_zero] at h
  exact h
```

The hypothesis `hf` reads: for every $T\subseteq M$, if $T$ lies inside no $F_j$, then $f(T)=0$. Physically, it states that atoms which never appear together in one fragment have no joint contribution, as for a classical potential whose terms couple only atoms within a finite range of each other, when every group of atoms within that range fits inside some fragment. This locality is assumed and not derived from a Hamiltonian. A finite range of the terms in an electronic Hamiltonian does not ensure it, because electrons can delocalise over several fragments. Under it the error sum, called `hz` in the proof, is zero, and

$$E(M)=\sum_{\emptyset\neq J\subseteq\iota}(-1)^{|J|+1}E(F_J).$$

For fragment methods in electronic structure, this means that the alternating sum has no fragmentation error when all subsystem energies share one fixed set of contributions and the uncovered ones vanish.

## Exactness for every subsystem

```lean
/-- The fragment energy is exact for every subsystem `S` of the union, with the fragments cut
down to `S`, if and only if every group of atoms in the union that fits inside no single
fragment contributes nothing. -/
theorem exact_on_subsystems_iff (f : Finset α → ℝ) (F : ι → Finset α) :
    (∀ S ⊆ univ.biUnion F, energy f S = fragmentEnergy f (fun j => F j ∩ S)) ↔
      ∀ T ⊆ univ.biUnion F, (∀ j, ¬ T ⊆ F j) → f T = 0 := by
  have cover : ∀ S ⊆ univ.biUnion F, univ.biUnion (fun j => F j ∩ S) = S := by
    intro S hS
    ext a
    simp only [mem_biUnion, mem_univ, true_and, mem_inter]
    constructor
    · rintro ⟨j, _, h⟩
      exact h
    · intro h
      obtain ⟨j, _, hj⟩ := mem_biUnion.mp (hS h)
      exact ⟨j, hj, h⟩
  constructor
  · intro h T
    induction T using Finset.strongInduction with
    | H T ih =>
      intro hT hn
      have e := energy_eq_fragmentEnergy_add f (fun j => F j ∩ T)
      rw [cover T hT, h T hT] at e
      -- smaller uncovered groups vanish by induction, so only `T` itself is left
      have hs : ∑ U ∈ T.powerset.filter (fun U => ¬ ∃ j, U ⊆ F j ∩ T), f U = f T := by
        refine sum_eq_single T (fun U hU hne => ?_) (fun hT' => ?_)
        · obtain ⟨hUT, hU'⟩ := mem_filter.mp hU
          have hUT := mem_powerset.mp hUT
          exact ih U (hUT.ssubset_of_ne hne) (hUT.trans hT)
            (fun j hj => hU' ⟨j, subset_inter hj hUT⟩)
        · exact absurd (mem_filter.mpr ⟨mem_powerset.mpr (Subset.refl T),
            fun ⟨j, hj⟩ => hn j (hj.trans inter_subset_left)⟩) hT'
      rw [hs] at e
      linarith
  · intro h S hS
    have e := inclusion_exclusion f (fun j => F j ∩ S) (fun T hT hn => by
      rw [cover S hS] at hT
      exact h T (hT.trans hS) (fun j hj => hn j (subset_inter hj hT)))
    rw [cover S hS] at e
    exact e
```

For the single set $M$, the uncovered contributions need only sum to zero. Demanding exactness for every subsystem $S\subseteq M$, with fragments cut down to $F_j\cap S$, is in general stronger: it holds if and only if each uncovered contribution vanishes.

The helper `cover` states that the cut fragments have union $S$. From exactness to locality, the proof uses induction over proper subsets. Let $T\subseteq M$ be uncovered, and suppose that every smaller uncovered group contributes zero. Apply the error formula to the fragments $F_j\cap T$. A group $U\subseteq T$ fits inside $F_j\cap T$ exactly when it fits inside $F_j$, so

$$E(T)-E_{\rm frag}(T)=\sum_{\substack{U\subseteq T\\U\ \text{uncovered}}}f(U)=f(T),$$

where $E_{\rm frag}(T)$ is the fragment energy for the cut fragments. Exactness makes the left side zero, hence $f(T)=0$. In Lean, `ih` is the induction hypothesis and `hs` is the reduction of the sum to one term. For the converse, a group in $S$ not covered by the cut fragments is not covered by the original ones either, so `inclusion_exclusion` applies to the cut family.

## Two fragments and a missing pair

```lean
/-- Two overlapping fragments: if every group of atoms in the union that fits inside neither
`A` nor `B` contributes nothing, the energy of the union is the sum of the two fragment
energies minus the energy of the overlap. -/
theorem two_fragments (f : Finset α → ℝ) (A B : Finset α)
    (hf : ∀ T ⊆ A ∪ B, ¬ T ⊆ A → ¬ T ⊆ B → f T = 0) :
    energy f (A ∪ B) = energy f A + energy f B - energy f (A ∩ B) := by
  have hU : univ.biUnion ![A, B] = A ∪ B := by
    ext a
    simp [Fin.exists_fin_two]
  have h := inclusion_exclusion f ![A, B] (fun T hT hn =>
    hf T (hU ▸ hT) (hn 0) (hn 1))
  have hJ : univ.filter (fun J : Finset (Fin 2) => J.Nonempty) = {{0}, {1}, {0, 1}} := by
    decide
  have hc : ({0, 1} : Finset (Fin 2)).card = 2 := by decide
  have h0 : overlap ![A, B] {0} = A := by ext a; simp [overlap]
  have h1 : overlap ![A, B] {1} = B := by ext a; simp [overlap]
  have h01 : overlap ![A, B] {0, 1} = A ∩ B := by ext a; simp [overlap]
  rw [hU, hJ, sum_insert (by decide), sum_insert (by decide), sum_singleton,
    h0, h1, h01, hc, card_singleton, card_singleton] at h
  -- single fragments enter with sign plus, the overlap with sign minus
  have e2 : (-1 : ℝ) ^ (1 + 1) = 1 := by norm_num
  have e3 : (-1 : ℝ) ^ (2 + 1) = -1 := by norm_num
  rw [e2, e3] at h
  linarith
```

This is the opening formula for any two atom sets $A$ and $B$. The notation `![A, B]` is the family with $F_0=A$ and $F_1=B$. Its nonempty index sets are $\{0\}$, $\{1\}$ and $\{0,1\}$, with overlaps $A$, $B$ and $A\cap B$ and signs $+,+,-$. The proof lists these sets by `decide`, which evaluates a finite check, and inserts them into the general theorem.

```lean
/-- A contribution of one energy unit from the pair of end atoms of a three-atom chain, and
nothing else. -/
def endPair (T : Finset (Fin 3)) : ℝ := if T = {0, 2} then 1 else 0
```

Here the atoms are the three elements of `Fin 3`, numbered 0, 1, 2. The only nonzero contribution is $f_{02}=1$, a pair term between the two ends of the chain.

```lean
/-- For the end-pair interaction in a three-atom chain cut into two overlapping bonds, the
energy of the chain is one while the two-fragment formula gives zero. -/
theorem endPair_missed :
    energy endPair ({0, 1} ∪ {1, 2}) = 1 ∧
      energy endPair {0, 1} + energy endPair {1, 2} - energy endPair ({0, 1} ∩ {1, 2}) = 0 := by
  have key : ∀ S, energy endPair S = if {0, 2} ⊆ S then 1 else 0 := by
    intro S
    unfold energy endPair
    rw [sum_ite_eq']
    simp only [mem_powerset]
  constructor
  · rw [key, if_pos (by decide)]
  · rw [key {0, 1}, key {1, 2}, key ({0, 1} ∩ {1, 2}), if_neg (by decide),
      if_neg (by decide), if_neg (by decide)]
    norm_num

end

end OverlappingFragments
```

With this $f$, the energy of $S$ is 1 if $S$ contains both ends and 0 otherwise, which is the statement `key`. The whole chain has energy 1. Neither bond contains both ends, nor does their overlap $\{1\}$, so the fragment formula gives $0+0-0=0$.

The example violates even the weaker condition that the uncovered contributions sum to zero: here $f_{02}+f_{012}=1$. Setting $f_{012}=-1$ instead would restore agreement for the whole chain by cancellation, but the subsystem $\{0,2\}$ would still have energy 1 and fragment energy 0.

```lean
#print axioms OverlappingFragments.exact_on_subsystems_iff
#print axioms OverlappingFragments.two_fragments
#print axioms OverlappingFragments.endPair_missed
```

```
'OverlappingFragments.exact_on_subsystems_iff' depends on axioms: [propext, Classical.choice, Quot.sound]
'OverlappingFragments.two_fragments' depends on axioms: [propext, Classical.choice, Quot.sound]
'OverlappingFragments.endPair_missed' depends on axioms: [propext, Classical.choice, Quot.sound]
```
